# The sum of two equal Lorentzians of half-width g, a distance 2d apart, has its only global maximum midway exactly when g ≥ √3 d

Q: Put two equal lines at x = 1 and x = −1. With half-width 1, the sum of 1/((x−1)² + 1) and 1/((x+1)² + 1) is 1 at the centre and 1.2 at x = 1. With half-width 2, the values are 0.4 and 0.375, so the centre is now higher. Two sample points don't locate a maximum, though. Where is the changeover?

A: At half-width √3. Take lines at ±d with half-width g, both positive, and write D(x) for their sum and s = √(d² + g²). The two denominators are

A = (x − d)² + g², B = (x + d)² + g²,

and they satisfy

A + B = 2(x² + s²), AB = (x² + s²)² − 4d²x².

Since D(x) = (A + B)/(AB) and D(0) = 2/s²,

D(0) − D(x) = 2[AB − s²(x² + s²)]/(s²AB) = 2x²(x² + g² − 3d²)/(s²AB).

If g² ≥ 3d², this is positive for every x ≠ 0, so the centre is the only global maximiser. At equality the numerator is 2x⁴: the top is very flat, but the maximiser is still unique.

Q: And if g² < 3d²? Then small x beats the centre, but that doesn't tell me where the maximum is.

A: Set u = x² + s². Then x² = u − s², and completing a square gives

AB = u² − 4d²u + 4d²s² = (u − 2ds)² + 4d(s − d)u.

Because D = 2u/(AB), dropping the square gives an upper bound:

D(x) ≤ 1/(2d(s − d)) = (s + d)/(2dg²).

The last step uses g² = (s − d)(s + d). Equality requires u = 2ds, which means

x² = 2ds − s² = s(2d − s).

The right side is positive exactly when s < 2d, which is g² < 3d². The maximisers are then ±p with p = √(2ds − s²), and there are no others.

Q: That is a fact about fractions. Where is the correlation function?

A: Take C(t) = cos(dt), damp it by exp(−gt), and form the cosine transform

S(x) = ∫₀^∞ exp(−gt) cos(dt) cos(xt) dt.

The product of cosines is ½[cos((x − d)t) + cos((x + d)t)]. For each frequency w, an antiderivative of exp(−gt) cos(wt) is

exp(−gt)[w sin(wt) − g cos(wt)]/(w² + g²).

It vanishes at long times and equals −g/(w² + g²) at t = 0, so the integral is g/(w² + g²). Adding the two contributions gives S(x) = (g/2) D(x). The positive factor changes the heights but not the positions of the maxima.

Q: Now the formal version. Is the spectrum really that integral, or has someone defined it to be a Lorentzian?

A: It is the integral. `doublet` is D, with each line of height 1/g², and `dampedSpectrum` is S, with `Ioi (0 : ℝ)` as the positive time axis. All parameters are real numbers, and t and x can be read in any reciprocal units, with x an angular frequency.

```lean
import Mathlib

open MeasureTheory Set Filter Topology

namespace LorentzianDoublet

noncomputable section

/-- The sum of two equal Lorentzian lines centred at `d` and `-d` with half-width `g`, for `g > 0`.
-/
def doublet (d g x : ℝ) : ℝ :=
  1 / ((x - d) ^ 2 + g ^ 2) + 1 / ((x + d) ^ 2 + g ^ 2)

/-- The spectrum at frequency `x` of the correlation function `cos (d t)` damped by
`exp (-g t)`: its cosine transform over positive times, for `g > 0`. -/
def dampedSpectrum (d g x : ℝ) : ℝ :=
  ∫ t in Ioi (0 : ℝ), Real.exp (-g * t) * Real.cos (d * t) * Real.cos (x * t)
```

Q: And "maximum" means what? A local peak would be a weaker thing.

A: `maximisers f` is the set of all x at which f is at least as large as everywhere else on the real line. Saying that this set equals {0} therefore gives existence and uniqueness together. The number p is called `peakShift`.

```lean
/-- The set of all global maximisers of a real function. -/
def maximisers (f : ℝ → ℝ) : Set ℝ := {x | ∀ y, f y ≤ f x}

/-- The distance `√(2d√(d² + g²) - (d² + g²))` of a resolved peak from the centre, for `d, g > 0`
and `g² < 3d²`. -/
def peakShift (d g : ℝ) : ℝ :=
  √(2 * d * √(d ^ 2 + g ^ 2) - (d ^ 2 + g ^ 2))
```

Q: Read me the final statements without the notation.

A: `merging_criterion` says that for d, g > 0 the set of global maximisers of D is {0} if and only if 3d² ≤ g². When that inequality fails, p is positive and the set is {p, −p}, so there are exactly two maximisers and neither is zero. `damping_merges_peaks` says that the set for S is {0} if and only if √3 d ≤ g.

Q: Those two peaks are a single oscillation and its mirror image at negative frequency. I care about two different modes.

A: Taken literally, the theorem says that once g ≥ √3 d, the spectrum of a damped oscillation has its only global maximum at zero frequency, so it looks like a zero-frequency feature. For two modes of equal weight at ω₁ < ω₂, use

cos(ω₁t) + cos(ω₂t) = 2 cos(ω̄t) cos(dt), with ω̄ = (ω₁ + ω₂)/2 and d = (ω₂ − ω₁)/2.

Near ω̄ the spectrum is approximately the same doublet in x = ω − ω̄, once the tails of the negative-frequency lines are neglected. That neglect is an approximation added here. The model also fixes equal weights, equal widths, purely exponential damping and an infinite time range; a Gaussian window or a sharp cutoff gives different line shapes.

Q: What does that look like in a molecular dynamics calculation?

A: One computes, say, a dipole autocorrelation function, multiplies it by exp(−t/τ) to suppress the noisy tail, and takes the cosine transform. Suppose two otherwise undamped modes of equal weight lie 20 cm⁻¹ apart, so d = 10 cm⁻¹. In wavenumbers, a decay time τ gives the half-width 1/(2πcτ), with c the speed of light, so the threshold half-width of 17.3 cm⁻¹ corresponds to τ ≈ 0.31 ps. With τ = 0.2 ps there is one maximum, midway between the modes. With τ = 0.5 ps there are two, but the half-width of 10.6 cm⁻¹ pulls them to about ±8.9 cm⁻¹ from the midpoint, so the apparent splitting is 17.8 cm⁻¹. Within this isolated, equal-line model, a single maximum in a damped spectrum thus doesn't by itself show that there is a single mode.

Q: Back to the integral. Lean gives an integral the value 0 when the integrand isn't integrable. Could that be hiding here?

A: No, because `integral_damped_cos` proves integrability alongside the value. The integrand is bounded by exp(−gt), which is integrable for g > 0. Then `hF` differentiates the antiderivative given above, and `hlim` shows that it tends to zero, since its trigonometric factor is bounded by (|w| + |g|)/(w² + g²). The fundamental theorem of calculus on the half-line finishes the computation.

```lean
/-- A cosine of frequency `w` damped at a rate `g > 0` is integrable over positive times,
and its integral is a Lorentzian in `w`. -/
theorem integral_damped_cos {g : ℝ} (hg : 0 < g) (w : ℝ) :
    IntegrableOn (fun t : ℝ => Real.exp (-g * t) * Real.cos (w * t)) (Ioi 0) ∧
    ∫ t in Ioi (0 : ℝ), Real.exp (-g * t) * Real.cos (w * t) = g / (w ^ 2 + g ^ 2) := by
  have hI : IntegrableOn (fun t : ℝ => Real.exp (-g * t) * Real.cos (w * t)) (Ioi 0) := by
    refine Integrable.mono' (exp_neg_integrableOn_Ioi 0 hg)
      (Continuous.aestronglyMeasurable (by fun_prop)) (Eventually.of_forall fun t => ?_)
    rw [Real.norm_eq_abs, abs_mul, abs_of_pos (Real.exp_pos _)]
    exact mul_le_of_le_one_right (Real.exp_pos _).le (Real.abs_cos_le_one _)
  refine ⟨hI, ?_⟩
  have hN : (w ^ 2 + g ^ 2) * (w ^ 2 + g ^ 2)⁻¹ = 1 := mul_inv_cancel₀ (by positivity)
  -- an explicit antiderivative
  have hF : ∀ t ∈ Ici (0 : ℝ), HasDerivAt (fun t : ℝ => Real.exp (-g * t) *
      ((w * Real.sin (w * t) - g * Real.cos (w * t)) / (w ^ 2 + g ^ 2)))
      (Real.exp (-g * t) * Real.cos (w * t)) t := by
    intro t _
    have hl (c : ℝ) : HasDerivAt (fun t : ℝ => c * t) c t := by
      simpa using (hasDerivAt_id' t).const_mul c
    refine ((hl (-g)).exp.fun_mul ((((hl w).sin.const_mul w).fun_sub
      ((hl w).cos.const_mul g)).div_const (w ^ 2 + g ^ 2))).congr_deriv ?_
    linear_combination (Real.exp (-g * t) * Real.cos (w * t)) * hN
  -- the antiderivative dies out at long times
  have hlim : Tendsto (fun t : ℝ => Real.exp (-g * t) *
      ((w * Real.sin (w * t) - g * Real.cos (w * t)) / (w ^ 2 + g ^ 2))) atTop (𝓝 0) := by
    have he : Tendsto (fun t : ℝ => Real.exp (-g * t)) atTop (𝓝 0) :=
      Real.tendsto_exp_atBot.comp (tendsto_id.const_mul_atTop_of_neg (neg_lt_zero.2 hg))
    have hK := he.mul_const ((|w| + |g|) / (w ^ 2 + g ^ 2))
    rw [zero_mul] at hK
    refine squeeze_zero_norm (fun t => ?_) hK
    have hb : |w * Real.sin (w * t) - g * Real.cos (w * t)| ≤ |w| + |g| := by
      have h := norm_sub_le (w * Real.sin (w * t)) (g * Real.cos (w * t))
      simp only [Real.norm_eq_abs, abs_mul] at h
      have h1 := mul_le_of_le_one_right (abs_nonneg w) (Real.abs_sin_le_one (w * t))
      have h2 := mul_le_of_le_one_right (abs_nonneg g) (Real.abs_cos_le_one (w * t))
      linarith
    have hp : 0 < w ^ 2 + g ^ 2 := by positivity
    rw [Real.norm_eq_abs, abs_mul, abs_of_pos (Real.exp_pos _), abs_div, abs_of_pos hp]
    gcongr
  rw [integral_Ioi_of_hasDerivAt_of_tendsto' hF hI hlim]
  simp only [mul_zero, Real.exp_zero, Real.sin_zero, Real.cos_zero]
  ring
```

The next theorem applies this result at w = x − d and w = x + d, after the product formula for cosines has split the integrand.

```lean
/-- For a damping rate `g > 0`, the spectrum of the damped correlation function is `g / 2`
times the Lorentzian doublet. -/
theorem dampedSpectrum_eq {g : ℝ} (hg : 0 < g) (d x : ℝ) :
    dampedSpectrum d g x = g / 2 * doublet d g x := by
  have h : ∀ t : ℝ, Real.exp (-g * t) * Real.cos (d * t) * Real.cos (x * t) =
      1 / 2 * (Real.exp (-g * t) * Real.cos ((x - d) * t) +
        Real.exp (-g * t) * Real.cos ((x + d) * t)) := by
    intro t
    rw [sub_mul, add_mul, Real.cos_sub, Real.cos_add]
    ring
  obtain ⟨i1, e1⟩ := integral_damped_cos hg (x - d)
  obtain ⟨i2, e2⟩ := integral_damped_cos hg (x + d)
  unfold dampedSpectrum doublet
  simp_rw [h]
  rw [integral_const_mul, integral_add i1 i2, e1, e2]
  ring
```

Q: And the two algebraic identities?

A: They are the ones derived by hand. `center_sub_doublet` is the formula for D(0) − D(x). `height_sub_doublet` is the gap below the upper bound,

(s + d)/(2dg²) − D(x) = (s + d)(x² + s² − 2ds)²/(2dg²AB).

In both proofs the fractions are put over common denominators, which `positivity` shows to be nonzero, and `ring` checks the remaining polynomial identity. Just before `ring`, the second proof replaces g² by s² − d².

```lean
/-- The height of the doublet at the centre minus its height at `x`, for `g > 0`. -/
theorem center_sub_doublet {g : ℝ} (hg : 0 < g) (d x : ℝ) :
    doublet d g 0 - doublet d g x = 2 * x ^ 2 * (x ^ 2 + (g ^ 2 - 3 * d ^ 2)) /
      ((d ^ 2 + g ^ 2) * (((x - d) ^ 2 + g ^ 2) * ((x + d) ^ 2 + g ^ 2))) := by
  have h0 : doublet d g 0 = 2 / (d ^ 2 + g ^ 2) := by
    unfold doublet
    rw [zero_sub, zero_add, neg_sq]
    ring
  rw [h0, doublet, div_add_div _ _ (by positivity) (by positivity),
    div_sub_div _ _ (by positivity) (by positivity),
    div_eq_div_iff (by positivity) (by positivity)]
  ring

/-- For `d, g > 0` and `s² = d² + g²`, the doublet differs from the constant
`(s + d) / (2dg²)` by a multiple of a perfect square. -/
theorem height_sub_doublet {d g s : ℝ} (hd : 0 < d) (hg : 0 < g)
    (hs : s ^ 2 = d ^ 2 + g ^ 2) (x : ℝ) :
    (s + d) / (2 * d * g ^ 2) - doublet d g x =
      (s + d) * (x ^ 2 + s ^ 2 - 2 * d * s) ^ 2 /
        (2 * d * g ^ 2 * (((x - d) ^ 2 + g ^ 2) * ((x + d) ^ 2 + g ^ 2))) := by
  have hg2 : g ^ 2 = s ^ 2 - d ^ 2 := by linarith
  rw [doublet, div_add_div _ _ (by positivity) (by positivity),
    div_sub_div _ _ (by positivity) (by positivity),
    div_eq_div_iff (by positivity) (by positivity), hg2]
  ring
```

Q: How do these become statements about sets of maximisers?

A: In the merged case, `hlt` states that D(x) < D(0) for every x ≠ 0, read off from the sign of the first identity. So no other point can be a maximiser, and the centre is one. This part doesn't need d > 0.

```lean
/-- If `g > 0` and `3d² ≤ g²`, the centre is the only global maximiser of the doublet. -/
theorem maximisers_merged {d g : ℝ} (hg : 0 < g) (h : 3 * d ^ 2 ≤ g ^ 2) :
    maximisers (doublet d g) = {0} := by
  have hlt : ∀ x, x ≠ 0 → doublet d g x < doublet d g 0 := by
    intro x hx
    have hx2 : 0 < x ^ 2 := by positivity
    have hc : 0 < x ^ 2 + (g ^ 2 - 3 * d ^ 2) := by linarith
    rw [← sub_pos, center_sub_doublet hg]
    positivity
  ext x
  simp only [maximisers, Set.mem_ofPred_eq, mem_singleton_iff]
  constructor
  · intro hx
    by_contra hne
    exact absurd (hx 0) (not_le_of_gt (hlt x hne))
  · rintro rfl y
    by_cases hy : y = 0
    · rw [hy]
    · exact (hlt y hy).le
```

In the split case, the proof derives s < 2d, hence p > 0 and p² = 2ds − s². The step `hattain` shows that the upper bound is reached whenever x² has this value. Conversely, if x is a maximiser, then D(x) is at least D(p), which equals the upper bound, so the square term at x must vanish. That gives (x − p)(x + p) = 0, and therefore x = p or x = −p.

```lean
/-- If `d, g > 0` and `g² < 3d²`, the doublet has exactly two global maximisers, at equal
non-zero distances on either side of the centre. -/
theorem maximisers_split {d g : ℝ} (hd : 0 < d) (hg : 0 < g) (h : g ^ 2 < 3 * d ^ 2) :
    0 < peakShift d g ∧ maximisers (doublet d g) = {peakShift d g, -peakShift d g} := by
  obtain ⟨s, hsdef⟩ : ∃ s, s = √(d ^ 2 + g ^ 2) := ⟨_, rfl⟩
  have hs0 : 0 < s := by rw [hsdef]; positivity
  have hs : s ^ 2 = d ^ 2 + g ^ 2 := by rw [hsdef]; exact Real.sq_sqrt (by positivity)
  have hs2 : s < 2 * d := by nlinarith
  have hpos : 0 < 2 * d * s - s ^ 2 := by nlinarith [mul_pos hs0 (sub_pos.2 hs2)]
  have hpdef : peakShift d g = √(2 * d * s - s ^ 2) := by rw [peakShift, ← hsdef, hs]
  have hp : 0 < peakShift d g := by rw [hpdef]; exact Real.sqrt_pos.2 hpos
  have hp2 : peakShift d g ^ 2 = 2 * d * s - s ^ 2 := by
    rw [hpdef]; exact Real.sq_sqrt hpos.le
  -- the upper bound is attained wherever the perfect square vanishes
  have hattain : ∀ x, x ^ 2 = 2 * d * s - s ^ 2 →
      doublet d g x = (s + d) / (2 * d * g ^ 2) := by
    intro x hx
    have e := height_sub_doublet hd hg hs x
    rw [show x ^ 2 + s ^ 2 - 2 * d * s = 0 by linarith] at e
    norm_num at e
    linarith
  refine ⟨hp, ?_⟩
  ext x
  simp only [maximisers, Set.mem_ofPred_eq, mem_insert_iff, mem_singleton_iff]
  constructor
  · intro hx
    have hle := hx (peakShift d g)
    rw [hattain _ hp2] at hle
    have hz : x ^ 2 + s ^ 2 - 2 * d * s = 0 := by
      by_contra hne
      have hlt : 0 < (s + d) / (2 * d * g ^ 2) - doublet d g x := by
        rw [height_sub_doublet hd hg hs]
        positivity
      linarith
    have hm : (x - peakShift d g) * (x + peakShift d g) = 0 := by
      linear_combination hz - hp2
    rcases mul_eq_zero.1 hm with h1 | h1
    · left; linarith
    · right; linarith
  · intro hx y
    have hx2 : x ^ 2 = 2 * d * s - s ^ 2 := by
      rcases hx with rfl | rfl
      · exact hp2
      · rw [neg_sq]; exact hp2
    rw [hattain x hx2, ← sub_nonneg, height_sub_doublet hd hg hs]
    positivity
```

Q: The "only if" direction of the criterion still needs an argument.

A: It is a short contradiction. If the set were {0} while 3d² ≤ g² failed, the split case would put p in {0}, although p > 0.

```lean
/-- For `d, g > 0`, the centre is the unique global maximiser of the doublet exactly when
`3d² ≤ g²`; otherwise there are exactly two global maximisers, both non-zero. -/
theorem merging_criterion {d g : ℝ} (hd : 0 < d) (hg : 0 < g) :
    (maximisers (doublet d g) = {0} ↔ 3 * d ^ 2 ≤ g ^ 2) ∧
    (¬ 3 * d ^ 2 ≤ g ^ 2 → 0 < peakShift d g ∧
      maximisers (doublet d g) = {peakShift d g, -peakShift d g}) := by
  refine ⟨⟨fun h0 => ?_, maximisers_merged hg⟩,
    fun h => maximisers_split hd hg (lt_of_not_ge h)⟩
  by_contra h
  obtain ⟨hp, hm⟩ := maximisers_split hd hg (lt_of_not_ge h)
  have hmem : peakShift d g ∈ maximisers (doublet d g) := by rw [hm]; simp
  rw [h0, mem_singleton_iff] at hmem
  exact hp.ne' hmem
```

For the spectrum, `hm` removes the positive factor g/2, so S and D have the same maximisers. What remains is to pass between 3d² ≤ g² and √3 d ≤ g, which is valid because both sides of the second inequality are positive.

```lean
/-- For `d, g > 0`, the spectrum of the correlation function `cos (d t)` damped at the rate
`g` has its only global maximum at zero frequency exactly when `g` is at least `√3 d`. -/
theorem damping_merges_peaks {d g : ℝ} (hd : 0 < d) (hg : 0 < g) :
    maximisers (dampedSpectrum d g) = {0} ↔ √3 * d ≤ g := by
  -- a positive prefactor does not move the maximisers
  have hm : maximisers (dampedSpectrum d g) = maximisers (doublet d g) := by
    ext x
    simp only [maximisers, Set.mem_ofPred_eq, dampedSpectrum_eq hg]
    exact forall_congr' fun y => mul_le_mul_iff_of_pos_left (half_pos hg)
  have h3 : (√3 * d) ^ 2 = 3 * d ^ 2 := by
    rw [mul_pow, Real.sq_sqrt (by norm_num)]
  have h0 : 0 < √3 * d := by positivity
  rw [hm, (merging_criterion hd hg).1, ← h3]
  constructor
  · intro h
    nlinarith
  · intro h
    nlinarith

end

end LorentzianDoublet
```

```lean
#print axioms LorentzianDoublet.maximisers_split
-- 'LorentzianDoublet.maximisers_split' depends on axioms: [propext, Classical.choice, Quot.sound]
#print axioms LorentzianDoublet.damping_merges_peaks
-- 'LorentzianDoublet.damping_merges_peaks' depends on axioms: [propext, Classical.choice, Quot.sound]
```

Q: Is the sign of d more than decoration there? D doesn't change when d becomes −d.

A: The spectrum doesn't change, but the inequality √3 d ≤ g does. Take d = −1 and g = 1. Then √3 d ≤ g holds, yet the spectrum is the one for d = 1, g = 1, whose centre is lower than its value at x = 1. So negative d has to be excluded from this form of the threshold. The value d = 0 would do no harm: the two lines coincide, the only maximum is at zero, and 0 ≤ g is true.
